# Hermitizing the truncated Dyson–Maleev pair \(A_+=(n-N)a,\ A_-=a^\dagger\) by \(A_\pm \mapsto DA_\pm D^{-1}\): an invertible real diagonal \(D\) works exactly when \(d_k^2 = d_0^2\, n!/(n-k)!\)

## Number states and the ladder matrices

Fix a natural number \(n\) and take the boson number states \(|0\rangle, \dots, |n\rangle\) as an orthonormal basis. An operator \(A\) is a real matrix with entries \(A_{ij} = \langle i|A|j\rangle\), so the column is the incoming state, and the adjoint is the transpose. The physical picture is a single spin \(s = n/2\), where \(|k\rangle\) has projection \(m = s - k\). Removing a boson raises \(m\), and the cutoff \(n = 2s\) is the number of steps from \(m = s\) down to \(m = -s\). The spin dictionary, the inner-product reading and the numerical examples below accompany the theorems as commentary and are not among the statements proved in Lean.

```lean
import Mathlib

open Matrix

namespace DysonMaleevHermitization

noncomputable section

/-- Real operators on the boson number states `0, …, n`. -/
abbrev Op (n : ℕ) := Matrix (Fin (n + 1)) (Fin (n + 1)) ℝ
```

`Fin (n + 1)` is the set of indices \(0, \dots, n\), counted from zero like the occupation number, and `Op n` is the type of real \((n+1)\times(n+1)\) matrices.

```lean
/-- Truncated boson annihilator `a`, with entries `√(k+1)` at `(k, k+1)`. -/
def annih (n : ℕ) : Op n :=
  of fun i j => if j.val = i.val + 1 then Real.sqrt ((i.val : ℝ) + 1) else 0
```

The phrase `of fun i j =>` builds a matrix from a rule for its entry at row `i` and column `j`, and `i.val` is the index as a plain integer. The condition `j.val = i.val + 1` selects the positions \((k, k+1)\) with \(k = i\). This is the annihilator \(a|k+1\rangle = \sqrt{k+1}\,|k\rangle\), with \(a|0\rangle = 0\).

```lean
/-- Number operator `N = diag(0, 1, …, n)`. -/
def numberOp (n : ℕ) : Op n := diagonal fun k => (k.val : ℝ)
```

The number operator is \(N|k\rangle = k|k\rangle\).

```lean
/-- Dyson-Maleev raising matrix `A₊`, with entries `(n-k)√(k+1)` at `(k, k+1)`. -/
def Aplus (n : ℕ) : Op n :=
  of fun i j =>
    if j.val = i.val + 1 then ((n : ℝ) - (i.val : ℝ)) * Real.sqrt ((i.val : ℝ) + 1) else 0
```

This matrix \(A_+\) acts as \(A_+|k+1\rangle = (n-k)\sqrt{k+1}\,|k\rangle\) for \(k < n\). The difference \(n - k\) is taken in the real numbers.

```lean
/-- Dyson-Maleev lowering matrix `A₋`, with entries `√(k+1)` at `(k+1, k)`. -/
def Aminus (n : ℕ) : Op n :=
  of fun i j => if i.val = j.val + 1 then Real.sqrt ((j.val : ℝ) + 1) else 0
```

This matrix \(A_-\) acts as \(A_-|k\rangle = \sqrt{k+1}\,|k+1\rangle\) for \(k < n\). Its last column is zero, so \(A_-|n\rangle = 0\). That is a truncation built into the definition, since the creation operator of the full Fock space sends \(|n\rangle\) to \(\sqrt{n+1}\,|n+1\rangle\). The normalisation puts the whole factor \(2s\) into \(A_+\), in place of a factor \(\sqrt{2s}\) on each operator. The weights found below belong to this normalisation. For the symmetric pair \(A_+/\sqrt{n}\), \(\sqrt{n}\,A_-\) with \(n \ge 1\), the weight \(n!/(n-k)!\) is divided by \(n^k\).

```lean
/-- Holstein-Primakoff raising matrix, with entries `√((k+1)(n-k))` at `(k, k+1)`. -/
def hpRaise (n : ℕ) : Op n :=
  of fun i j =>
    if j.val = i.val + 1 then Real.sqrt (((i.val : ℝ) + 1) * ((n : ℝ) - (i.val : ℝ))) else 0
```

The Holstein–Primakoff raising matrix \(H\) has entries \(H_{k,k+1} = \sqrt{(k+1)(n-k)}\), the matrix elements of \(\sqrt{n-N}\,a\). For the incoming state \(|k+1\rangle\) one has \(m = s-k-1\), and the entry equals the familiar \(\sqrt{(s-m)(s+m+1)}\).

## Diagonal rescaling and the adjointness condition

```lean
/-- The similarity transform `D A D⁻¹` with `D = diag(d)`. -/
def sim {n : ℕ} (d : Fin (n + 1) → ℝ) (A : Op n) : Op n :=
  diagonal d * A * (diagonal d)⁻¹
```

A function `d` from indices to reals is the list \(d_0, \dots, d_n\), and `diagonal d` is \(D = \mathrm{diag}(d_0, \dots, d_n)\). Thus `sim d A` is \(DAD^{-1}\), formed with the matrix inverse.

```lean
/-- `D = diag(d)` hermitizes the pair: the adjoint of `D A₊ D⁻¹` is `D A₋ D⁻¹`. -/
def Hermitizes {n : ℕ} (d : Fin (n + 1) → ℝ) : Prop :=
  (sim d (Aplus n))ᵀ = sim d (Aminus n)
```

A `Prop` is a statement that may be true or false. Here it is
\[ (DA_+D^{-1})^T = DA_-D^{-1}. \]
Transposing both sides gives the mirror statement, so one equation expresses that the two matrices are adjoint to each other. For invertible \(D\) it can be rearranged to \(A_+^T D^2 = D^2 A_-\), which says that \(A_-\) is the adjoint of \(A_+\) in the inner product \(x^T D^2 y\) of column vectors \(x, y\).

```lean
/-- The weight `n! / (n-k)!` of the number state `k ≤ n`. -/
def weight (n k : ℕ) : ℝ := (n.factorial : ℝ) / ((n - k).factorial : ℝ)
```

The weight is \(w_k = n!/(n-k)!\), the product \(n(n-1)\cdots(n-k+1)\) of \(k\) factors. The theorem statements evaluate it only at \(k \le n\).

```lean
/-- The rescaling `d_k = √(n! / (n-k)!)`. -/
def canonicalScale (n : ℕ) : Fin (n + 1) → ℝ := fun k => Real.sqrt (weight n k.val)
```

The particular choice \(d_k = \sqrt{w_k}\) has \(d_0 = 1\).

## Boson form and matrix entries of the transform

```lean
variable {n : ℕ} {d : Fin (n + 1) → ℝ}

/-- Boson form of the Dyson-Maleev matrices: `A₊ = (n - N) a` and `A₋ = aᵀ`. -/
theorem boson_form (n : ℕ) :
    Aplus n = ((n : ℝ) • (1 : Op n) - numberOp n) * annih n ∧ Aminus n = (annih n)ᵀ := by
  constructor
  · have h : (n : ℝ) • (1 : Op n) - numberOp n
        = diagonal fun k : Fin (n + 1) => (n : ℝ) - (k.val : ℝ) := by
      ext i j
      by_cases hij : i = j
      · subst hij
        simp [numberOp]
      · simp [numberOp, one_apply, hij]
    ext i j
    rw [h, diagonal_mul]
    simp only [Aplus, annih, of_apply]
    split_ifs <;> simp
  · ext i j
    rfl
```

The `variable` line fixes an arbitrary `n` and `d` for the theorems that follow. The symbol `∧` means "and", `•` multiplies a matrix by a number, and `ᵀ` is the transpose. The statement is \(A_+ = (n - N)a\) and \(A_- = a^T\). To verify the first, apply the operators in turn: \(a|k+1\rangle = \sqrt{k+1}\,|k\rangle\), and \(n - N\) multiplies \(|k\rangle\) by \(n-k\). In the code, `h` writes \(n - N\) as a diagonal matrix, `ext i j` passes to single entries, and `diagonal_mul` multiplies row \(i\) by \(n - i\). The second claim holds by definition once rows and columns are swapped.

```lean
/-- For invertible diagonal `D` the entries of `D A D⁻¹` are `d_i A_ij / d_j`. -/
theorem sim_apply (hd : ∀ k, d k ≠ 0) (A : Op n) (i j : Fin (n + 1)) :
    sim d A i j = d i * A i j / d j := by
  have hinv : (diagonal d)⁻¹ = diagonal fun k => (d k)⁻¹ := by
    apply inv_eq_right_inv
    rw [diagonal_mul_diagonal, ← diagonal_one]
    congr 1
    funext k
    exact mul_inv_cancel₀ (hd k)
  rw [sim, hinv, mul_diagonal, diagonal_mul, div_eq_mul_inv]
```

The hypothesis `hd : ∀ k, d k ≠ 0` says that every \(d_k\) is nonzero, which makes \(D\) an invertible change of basis that rescales each number state and loses none. Then \(D^{-1} = \mathrm{diag}(1/d_k)\), which `hinv` establishes by checking that the product with \(D\) is the identity. Multiplying from the left scales rows and multiplying from the right scales columns, so
\[ (DAD^{-1})_{ij} = \frac{d_i A_{ij}}{d_j}. \]

## Reduction to a two-term recursion

```lean
/-- An invertible diagonal `D` hermitizes the pair exactly when
`d_{k+1}² = (n-k) d_k²` for all neighbouring indices. -/
theorem hermitizes_iff_recursion (hd : ∀ k, d k ≠ 0) :
    Hermitizes d ↔ ∀ i j : Fin (n + 1), j.val = i.val + 1 →
      d j ^ 2 = ((n : ℝ) - (i.val : ℝ)) * d i ^ 2 := by
  unfold Hermitizes
  constructor
  · intro h i j hij
    have e := congrFun (congrFun h j) i
    rw [transpose_apply, sim_apply hd, sim_apply hd] at e
    simp only [Aplus, Aminus, of_apply, if_pos hij] at e
    rw [div_eq_div_iff (hd j) (hd i)] at e
    -- cancel the common factor √(k+1)
    have hs : 0 < Real.sqrt ((i.val : ℝ) + 1) := Real.sqrt_pos.mpr (by positivity)
    apply mul_left_cancel₀ hs.ne'
    linear_combination -e
  · intro h
    ext j i
    rw [transpose_apply, sim_apply hd, sim_apply hd]
    by_cases hij : j.val = i.val + 1
    · simp only [Aplus, Aminus, of_apply, if_pos hij]
      rw [div_eq_div_iff (hd j) (hd i)]
      linear_combination (-Real.sqrt ((i.val : ℝ) + 1)) * h i j hij
    · simp [Aplus, Aminus, hij]
```

The symbol `↔` is "if and only if", and `→` introduces a condition. The right side says that \(d_{k+1}^2 = (n-k)\,d_k^2\) for every pair of neighbouring indices \(i = k\), \(j = k+1\).

Both \((DA_+D^{-1})^T\) and \(DA_-D^{-1}\) vanish except at the positions \((k+1, k)\). Their entries there agree when
\[ \frac{d_k\,(n-k)\sqrt{k+1}}{d_{k+1}} = \frac{d_{k+1}\sqrt{k+1}}{d_k}. \]
Multiplying by \(d_k d_{k+1} \ne 0\) gives \((n-k)\sqrt{k+1}\,d_k^2 = \sqrt{k+1}\,d_{k+1}^2\), and dividing by \(\sqrt{k+1} > 0\) gives the recursion. Each step is reversible.

The tactic `constructor` splits the two directions. Going forward, `congrFun (congrFun h j) i` extracts the entry at row \(j\) and column \(i\), `div_eq_div_iff` cross-multiplies, and `mul_left_cancel₀` cancels the root. The tactic `linear_combination` confirms that the goal is the given multiple of a known equation. Going backward, it multiplies the recursion by the root again, and the case of non-neighbouring indices reduces to \(0 = 0\).

## Solving the recursion

```lean
/-- The weights start at `1` and obey `w_{k+1} = (n-k) w_k` for `k < n`. -/
theorem weight_recursion (n : ℕ) :
    weight n 0 = 1 ∧ ∀ k < n, weight n (k + 1) = ((n : ℝ) - (k : ℝ)) * weight n k := by
  constructor
  · unfold weight
    rw [Nat.sub_zero]
    exact div_self (Nat.cast_ne_zero.mpr (Nat.factorial_ne_zero n))
  · intro k hk
    obtain ⟨m, hm⟩ : ∃ m, n = k + 1 + m := ⟨n - (k + 1), by omega⟩
    have e1 : n - (k + 1) = m := by omega
    have e2 : n - k = m + 1 := by omega
    have e3 : (n : ℝ) - (k : ℝ) = (m : ℝ) + 1 := by
      rw [hm]
      push_cast
      ring
    have hf : (m.factorial : ℝ) ≠ 0 := Nat.cast_ne_zero.mpr (Nat.factorial_ne_zero m)
    have hm1 : (m : ℝ) + 1 ≠ 0 := by positivity
    unfold weight
    rw [e1, e2, e3, Nat.factorial_succ m]
    push_cast
    field_simp
```

First, \(w_0 = n!/n! = 1\). For \(k < n\) write \(n = k + 1 + m\) with a natural number \(m\), the `m` of the code and not the spin projection. Then \(n-k = m+1\), and
\[ (n-k)\,w_k = (m+1)\,\frac{n!}{(m+1)!} = \frac{n!}{m!} = w_{k+1}. \]
The facts `e1`, `e2`, `e3` are these substitutions, `Nat.factorial_succ` is \((m+1)! = (m+1)\,m!\), and `field_simp` clears the denominators.

```lean
/-- The recursion `d_{k+1}² = (n-k) d_k²` is equivalent to `d_k² = d_0² n!/(n-k)!`. -/
theorem recursion_iff_closed_form (d : Fin (n + 1) → ℝ) :
    (∀ i j : Fin (n + 1), j.val = i.val + 1 → d j ^ 2 = ((n : ℝ) - (i.val : ℝ)) * d i ^ 2) ↔
      ∀ k, d k ^ 2 = d 0 ^ 2 * weight n k.val := by
  obtain ⟨w0, ws⟩ := weight_recursion n
  constructor
  · intro h
    have aux : ∀ (k : ℕ) (hk : k < n + 1), d ⟨k, hk⟩ ^ 2 = d 0 ^ 2 * weight n k := by
      intro k
      induction k with
      | zero =>
        intro hk
        exact (by rw [w0, mul_one] : d 0 ^ 2 = d 0 ^ 2 * weight n 0)
      | succ k ih =>
        intro hk
        have hk' : k < n + 1 := by omega
        have h1 : d ⟨k + 1, hk⟩ ^ 2 = ((n : ℝ) - (k : ℝ)) * d ⟨k, hk'⟩ ^ 2 :=
          h ⟨k, hk'⟩ ⟨k + 1, hk⟩ rfl
        rw [h1, ih hk', ws k (by omega)]
        ring
    exact fun k => aux k.val k.isLt
  · intro h i j hij
    have hi : i.val < n := by have := j.isLt; omega
    rw [h j, h i, hij, ws _ hi]
    ring
```

This equivalence holds for any real list \(d\), zeros included. From the recursion, the closed form \(d_k^2 = d_0^2 w_k\) follows by induction on \(k\). It holds at \(k = 0\) because \(w_0 = 1\), and the step is
\[ d_{k+1}^2 = (n-k)\,d_k^2 = (n-k)\,d_0^2 w_k = d_0^2 w_{k+1}. \]
Conversely, the closed form at \(k\) and at \(k+1\) gives \(d_{k+1}^2 = d_0^2 (n-k) w_k = (n-k)\,d_k^2\). The statement `aux` runs the induction over a natural number `k` carried together with its bound `hk`, and `ih` is the induction hypothesis.

## The criterion for hermitization

```lean
/-- For invertible (in particular positive) diagonal `D`, the matrices `D A₊ D⁻¹` and
`D A₋ D⁻¹` are mutually adjoint exactly when `d_k² = d_0² n!/(n-k)!` for all `k`. -/
theorem hermitizes_iff (hd : ∀ k, d k ≠ 0) :
    Hermitizes d ↔
      ∀ k, d k ^ 2 = d 0 ^ 2 * ((n.factorial : ℝ) / ((n - k.val).factorial : ℝ)) :=
  (hermitizes_iff_recursion hd).trans (recursion_iff_closed_form d)
```

For every \(n\) and every real diagonal \(D\) with nonzero entries, \(DA_+D^{-1}\) and \(DA_-D^{-1}\) are mutually adjoint if and only if
\[ d_k^2 = d_0^2\,\frac{n!}{(n-k)!} \qquad (k = 0, \dots, n). \]
Positive \(D\) is a special case. The term `.trans` chains the two preceding equivalences. At \(n = 0\) both matrices are the \(1\times1\) zero matrix, and both sides hold for any \(d_0 \neq 0\).

The hypothesis \(d_k \ne 0\) is needed for the statement as Lean reads it, because Mathlib assigns the zero matrix as the inverse of a singular matrix. With \(n = 1\) and \(d = (1, 0)\) both transforms are then zero and `Hermitizes d` is true, while the closed form demands \(d_1^2 = 1\).

## The positive solution and its uniqueness

```lean
/-- The rescaling `d_k = √(n!/(n-k)!)` is positive and hermitizes the pair. -/
theorem canonicalScale_witness (n : ℕ) :
    (∀ k, 0 < canonicalScale n k) ∧ Hermitizes (canonicalScale n) := by
  have hw : ∀ k : ℕ, 0 < weight n k := fun k => by unfold weight; positivity
  have hp : ∀ k, 0 < canonicalScale n k := fun k => Real.sqrt_pos.mpr (hw _)
  refine ⟨hp, (hermitizes_iff_recursion fun k => (hp k).ne').mpr
    ((recursion_iff_closed_form _).mpr fun k => ?_)⟩
  have h0 : canonicalScale n 0 = 1 := by
    show Real.sqrt (weight n 0) = 1
    rw [(weight_recursion n).1, Real.sqrt_one]
  rw [h0, one_pow, one_mul]
  exact Real.sq_sqrt (hw _).le
```

The choice \(d_k = \sqrt{w_k}\) is positive because \(w_k\) is a ratio of factorials, which is `hw`. It satisfies the closed form because \(d_0 = 1\), which is `h0`, and \((\sqrt{w_k})^2 = w_k\). A positive hermitizing \(D\) therefore exists for every \(n\).

Take \(n = 2\), spin 1. The nonzero entries are \((A_+)_{01} = 2\), \((A_+)_{12} = \sqrt2\), \((A_-)_{10} = 1\) and \((A_-)_{21} = \sqrt2\). The weights are \(1, 2, 2\), so \(d = (1, \sqrt2, \sqrt2)\). The transformed entries of \(A_+\) are \(1\cdot 2/\sqrt2 = \sqrt2\) and \(\sqrt2\cdot\sqrt2/\sqrt2 = \sqrt2\). Those of \(A_-\) are \(\sqrt2\cdot 1/1 = \sqrt2\) and \(\sqrt2\cdot\sqrt2/\sqrt2 = \sqrt2\), and the two matrices are transposes of each other.

```lean
/-- Two positive diagonal hermitizing matrices differ only by the factor `d'_0 / d_0`. -/
theorem hermitizes_unique {d' : Fin (n + 1) → ℝ} (hd : ∀ k, 0 < d k) (hd' : ∀ k, 0 < d' k)
    (h : Hermitizes d) (h' : Hermitizes d') (k : Fin (n + 1)) :
    d' k = d' 0 / d 0 * d k := by
  have e := (recursion_iff_closed_form d).mp
    ((hermitizes_iff_recursion fun k => (hd k).ne').mp h) k
  have e' := (recursion_iff_closed_form d').mp
    ((hermitizes_iff_recursion fun k => (hd' k).ne').mp h') k
  have h0 := (hd 0).ne'
  apply (sq_eq_sq₀ (hd' k).le (mul_pos (div_pos (hd' 0) (hd 0)) (hd k)).le).mp
  rw [mul_pow, e', e]
  field_simp
```

Here \(d\) and \(d'\) are two positive lists that both hermitize the pair. Positivity means that the rescaling changes the lengths of the number states and leaves their signs alone. The conclusion is \(d'_k = (d'_0/d_0)\,d_k\) for all \(k\). Both sides are positive, so it suffices to compare squares, which is the role of `sq_eq_sq₀`. The closed forms `e` and `e'` give
\[ \left(\frac{d'_0}{d_0}\,d_k\right)^2 = \frac{d_0'^2}{d_0^2}\,d_0^2 w_k = d_0'^2 w_k = d_k'^2. \]

## The Holstein–Primakoff matrices

```lean
/-- A positive diagonal hermitizing `D` carries `A₊` to the Holstein-Primakoff raising
matrix and `A₋` to its transpose. -/
theorem hermitized_eq_hp (hd : ∀ k, 0 < d k) (h : Hermitizes d) :
    sim d (Aplus n) = hpRaise n ∧ sim d (Aminus n) = (hpRaise n)ᵀ := by
  have hne : ∀ k, d k ≠ 0 := fun k => (hd k).ne'
  have hplus : sim d (Aplus n) = hpRaise n := by
    ext i j
    rw [sim_apply hne]
    by_cases hij : j.val = i.val + 1
    · simp only [Aplus, hpRaise, of_apply, if_pos hij]
      have hr := (hermitizes_iff_recursion hne).mp h i j hij
      have hi : i.val < n := by have := j.isLt; omega
      have hpos : 0 < (n : ℝ) - (i.val : ℝ) := sub_pos.mpr (by exact_mod_cast hi)
      have hs0 : 0 < Real.sqrt ((i.val : ℝ) + 1) := Real.sqrt_pos.mpr (by positivity)
      have hs : Real.sqrt ((i.val : ℝ) + 1) ^ 2 = (i.val : ℝ) + 1 := Real.sq_sqrt (by positivity)
      -- the entry is positive and its square is (k+1)(n-k)
      have hx := (div_pos (mul_pos (hd i) (mul_pos hpos hs0)) (hd j)).le
      have hsq : (d i * (((n : ℝ) - (i.val : ℝ)) * Real.sqrt ((i.val : ℝ) + 1)) / d j) ^ 2
          = ((i.val : ℝ) + 1) * ((n : ℝ) - (i.val : ℝ)) := by
        rw [div_pow, hr, div_eq_iff (mul_pos hpos (pow_pos (hd i) 2)).ne']
        linear_combination (d i ^ 2 * ((n : ℝ) - (i.val : ℝ)) ^ 2) * hs
      exact (Real.sqrt_sq hx).symm.trans (congrArg Real.sqrt hsq)
    · simp [Aplus, hpRaise, hij]
  refine ⟨hplus, ?_⟩
  unfold Hermitizes at h
  rw [← h, hplus]
```

For a positive hermitizing \(D\), the theorem states \(DA_+D^{-1} = H\) and \(DA_-D^{-1} = H^T\). The entry at \((k,k+1)\) is \(x = d_k(n-k)\sqrt{k+1}/d_{k+1}\). It is nonnegative since \(k < n\), which is `hx`, and the recursion gives
\[ x^2 = \frac{d_k^2\,(n-k)^2(k+1)}{(n-k)\,d_k^2} = (k+1)(n-k), \]
which is `hsq`. Hence \(x = \sqrt{x^2} = H_{k,k+1}\). The second claim follows by transposing the first and using the adjointness condition. For \(n = 2\) the entries \(\sqrt{1\cdot2}\) and \(\sqrt{2\cdot1}\) match the values found above.

Both this theorem and the uniqueness statement fail for merely nonzero \(d\). With \(n = 1\), the list \(d = (1,-1)\) obeys \(d_1^2 = d_0^2\) and hermitizes the pair. It is not proportional to the solution \((1,1)\), and the transformed entry of \(A_+\) is \(1\cdot 1/(-1) = -1\), whereas \(H_{01} = 1\).

For one spin on its \(n+1\) physical number states, the polynomial (and, for \(n \ge 2\), non-adjoint) Dyson–Maleev pair of spin-wave theory and the adjoint Holstein–Primakoff pair are thus related by a single similarity transform. The theorems concern \(A_+\), \(A_-\) and real diagonal \(D\) only. Complex or non-diagonal transforms, states with \(k > n\), several sites, and the angular momentum commutation relations of either pair are not treated.

## The pair without rescaling

```lean
/-- Without rescaling, `A₋` is the adjoint of `A₊` exactly when `n ≤ 1`. -/
theorem bare_adjoint_iff (n : ℕ) : (Aplus n)ᵀ = Aminus n ↔ n ≤ 1 := by
  have s : ∀ A : Op n, sim (fun _ => (1 : ℝ)) A = A := by
    intro A
    ext i j
    rw [sim_apply (d := fun _ => (1 : ℝ)) (fun _ => one_ne_zero)]
    simp
  have key := hermitizes_iff_recursion (n := n) (d := fun _ => (1 : ℝ)) (fun _ => one_ne_zero)
  unfold Hermitizes at key
  rw [s, s] at key
  rw [key]
  constructor
  · intro h
    by_contra hn
    have h1 : (1 : ℝ) ^ 2 = ((n : ℝ) - ((0 : ℕ) : ℝ)) * 1 ^ 2 :=
      h ⟨0, by omega⟩ ⟨1, by omega⟩ rfl
    have h2 : (2 : ℝ) ≤ n := by exact_mod_cast (by omega : 2 ≤ n)
    simp only [Nat.cast_zero] at h1
    linarith
  · intro hn i j hij
    have hj := j.isLt
    have hi : i.val = 0 := by omega
    have h1 : (n : ℝ) = 1 := by exact_mod_cast (by omega : n = 1)
    show (1 : ℝ) ^ 2 = ((n : ℝ) - (i.val : ℝ)) * 1 ^ 2
    rw [h1, hi]
    simp

end

end DysonMaleevHermitization
```

The statement is that \(A_+^T = A_-\) holds exactly for \(n = 0\) and \(n = 1\). The code sets all \(d_k = 1\), shows in `s` that the transform is then the identity map, and obtains in `key` the condition \(1 = n - k\) for every \(k < n\). For \(n \ge 2\) the case \(k = 0\) gives \(1 = n\), a contradiction that `linarith` closes. For \(n = 1\) the only case is \(k = 0\), which reads \(1 = 1\), and for \(n = 0\) there is no neighbouring pair to test. From spin 1 upward the untransformed matrices are not adjoint in the standard inner product.

```lean
#print axioms DysonMaleevHermitization.hermitizes_iff_recursion
#print axioms DysonMaleevHermitization.hermitizes_iff
#print axioms DysonMaleevHermitization.hermitized_eq_hp
#print axioms DysonMaleevHermitization.bare_adjoint_iff
```

```
'DysonMaleevHermitization.hermitizes_iff_recursion' depends on axioms: [propext, Classical.choice, Quot.sound]
'DysonMaleevHermitization.hermitizes_iff' depends on axioms: [propext, Classical.choice, Quot.sound]
'DysonMaleevHermitization.hermitized_eq_hp' depends on axioms: [propext, Classical.choice, Quot.sound]
'DysonMaleevHermitization.bare_adjoint_iff' depends on axioms: [propext, Classical.choice, Quot.sound]
```
